# The thermal average of an angle-integrated square-root kink at the chemical potential is linear in temperature

The backscattering angle is extended here to a half-line, and the energy to the whole real line. Let \(u>0\) be the deviation from exact backscattering, scaled so that \(u^2\) is an energy, and let \(s\) be the energy measured from the point where the square root opens. At given \(s\) the response \(\sqrt{\max(s-u^2,0)}\) vanishes for \(u\ge\sqrt{\max(s,0)}\), so the extension of the angle changes nothing until \(\sqrt s\) exceeds the true angular range. The extension of the energy relies on the exponential tails of the thermal kernel.

A kink of this kind appears in semiclassical accounts of the linear-in-\(T\) correction to the resistivity of two-dimensional metals, where screened impurities scatter electrons by nearly twice the Fermi momentum. The calculation below takes a sharp, temperature-independent kink as given and treats only its angular integral and its average over electron energy, not the screening or the transport prefactor. In a metal the screening is itself rounded by temperature, which also contributes at first order in \(T\), so the coefficient found here is that of the model and not of the measured resistivity.

```lean
import Mathlib

open MeasureTheory Set Filter
open scoped Real Topology

namespace LinearInTCorrection

noncomputable section
```

## The kink and its thermal average

The angle-integrated response is

\[
A(s)=\int_0^\infty \sqrt{\max(s-u^2,0)}\,du .
\]

In Lean it is a function from reals to reals, defined by the integral itself and not by its value. `Ioi 0` is the open half-line \(u>0\).

```lean
/-- The square-root kink at energy `s`, integrated over the backscattering angle `u > 0`. -/
def angularKink (s : ℝ) : ℝ := ∫ u in Ioi (0 : ℝ), √(max (s - u ^ 2) 0)
```

Temperature \(T\) is measured in energy units, with \(k_B=1\). When the energy is measured from the chemical potential, the Fermi function is

\[
f_T(s)=\frac{1}{e^{s/T}+1}.
\]

```lean
/-- The Fermi function at temperature `T ≠ 0`, with energy `s` measured from the
chemical potential. -/
def fermi (T s : ℝ) : ℝ := (Real.exp (s / T) + 1)⁻¹
```

The weight with which a metal samples energies near its chemical potential is

\[
k_T(s)=\frac{1}{4T\cosh^2(s/2T)} .
\]

```lean
/-- The thermal broadening kernel `1 / (4 T cosh² (s / 2T))`, for `T ≠ 0`. -/
def thermalKernel (T s : ℝ) : ℝ := 1 / (4 * T * Real.cosh (s / (2 * T)) ^ 2)
```

The thermal average of a response \(F\) is then

\[
\langle F\rangle_T=\int_{-\infty}^{\infty}k_T(s)\,F(s)\,ds .
\]

```lean
/-- The average of an energy-dependent response `F` with the thermal kernel, for `T ≠ 0`. -/
def thermalAverage (T : ℝ) (F : ℝ → ℝ) : ℝ := ∫ s, thermalKernel T s * F s
```

Writing \(\langle A\rangle_T\) places the kink exactly at the chemical potential. A detuning \(\delta\) is introduced by averaging \(s\mapsto A(s+\delta)\), which puts the kink at \(s=-\delta\). The chemical potential is held fixed as \(T\) varies, and no other factor in the response depends on energy.

## The angular integral gives a ramp

For \(s\le 0\) the integrand vanishes. For \(s>0\), substitute \(u=\sqrt s\,y\):

\[
A(s)=s\int_0^1\sqrt{1-y^2}\,dy=\frac{\pi s}{4},
\qquad\text{hence}\qquad
A(s)=\frac{\pi}{4}\max(s,0).
\]

```lean
/-- The angular integral turns the square-root kink into a linear ramp, `π max(s, 0) / 4`. -/
theorem angularKink_eq (s : ℝ) : angularKink s = π * max s 0 / 4 := by
  have hmax : ∀ x : ℝ, √(max x 0) = √x := by
    intro x
    rcases le_total x 0 with h | h
    · rw [max_eq_right h, Real.sqrt_zero, Real.sqrt_eq_zero_of_nonpos h]
    · rw [max_eq_left h]
  unfold angularKink
  simp only [hmax]
  rcases le_or_gt s 0 with hs | hs
  · have h0 : ∀ u : ℝ, √(s - u ^ 2) = 0 := fun u =>
      Real.sqrt_eq_zero_of_nonpos (by nlinarith [sq_nonneg u])
    simp [h0, max_eq_right hs]
  · have hr : 0 < √s := Real.sqrt_pos.mpr hs
    -- the area of the unit half disc
    have hunit : ∫ y : ℝ, √(1 - y ^ 2) = π / 2 := by
      rw [← integral_sqrt_one_sub_sq]
      symm
      apply intervalIntegral.integral_eq_integral_of_support_subset
      intro y hy
      have hy' : 0 < 1 - y ^ 2 := by
        by_contra h
        exact hy (Real.sqrt_eq_zero_of_nonpos (not_lt.mp h))
      constructor <;> nlinarith
    -- rescale the angle by `√s`
    have hpt : ∀ y : ℝ, √(s - (√s * y) ^ 2) = √s * √(1 - y ^ 2) := by
      intro y
      rw [← Real.sqrt_mul hs.le]
      congr 1
      rw [mul_pow, Real.sq_sqrt hs.le]
      ring
    have hscale := Measure.integral_comp_mul_left (fun u : ℝ => √(s - u ^ 2)) (√s)
    simp only [hpt, integral_const_mul, hunit, smul_eq_mul] at hscale
    have heven := integral_comp_abs (f := fun u : ℝ => √(s - u ^ 2))
    simp only [sq_abs] at heven
    rw [heven, abs_of_pos (inv_pos.mpr hr)] at hscale
    have h2 := congrArg (fun z => √s * z) hscale
    simp only [mul_inv_cancel_left₀ hr.ne'] at h2
    rw [max_eq_left hs.le]
    linear_combination (-1 / 2) * h2 + π / 4 * Real.mul_self_sqrt hs.le
```

Lean's real square root is zero on negative numbers, so `hmax` can remove the explicit maximum. The proof works on the whole line: `hunit` is the area \(\pi/2\) of the unit half disc, `hscale` is the substitution, and `heven` uses the symmetry in \(u\) to return to the half-line.

## The kernel is a normalised Fermi derivative

Differentiation gives

\[
-f_T'(s)=\frac{1}{T}\,\frac{e^{s/T}}{(e^{s/T}+1)^2}.
\]

Since \(e^{s/T}+1=2e^{s/2T}\cosh(s/2T)\), the exponentials cancel and \(-f_T'(s)=k_T(s)\).

```lean
/-- For `T > 0` the thermal kernel is minus the energy derivative of the Fermi function. -/
theorem hasDerivAt_fermi {T : ℝ} (hT : 0 < T) (s : ℝ) :
    HasDerivAt (fermi T) (-thermalKernel T s) s := by
  have h1 : HasDerivAt (fun x => Real.exp (x / T) + 1) (Real.exp (s / T) * (1 / T)) s :=
    (((hasDerivAt_id' s).div_const T).exp).add_const 1
  have h2 : HasDerivAt (fermi T)
      (-(Real.exp (s / T) * (1 / T)) / (Real.exp (s / T) + 1) ^ 2) s :=
    h1.inv (by positivity)
  have he : Real.exp (s / T) = Real.exp (s / (2 * T)) ^ 2 := by
    rw [sq, ← Real.exp_add]
    congr 1
    ring
  have hm : Real.exp (s / (2 * T)) * Real.exp (-(s / (2 * T))) = 1 := by
    rw [← Real.exp_add, add_neg_cancel, Real.exp_zero]
  have hc : Real.exp (s / T) + 1
      = 2 * Real.exp (s / (2 * T)) * Real.cosh (s / (2 * T)) := by
    rw [he, Real.cosh_eq]
    linear_combination -hm
  refine h2.congr_deriv ?_
  have hp := Real.exp_pos (s / (2 * T))
  have hq := Real.cosh_pos (s / (2 * T))
  rw [hc, he, thermalKernel]
  generalize Real.exp (s / (2 * T)) = e at hp ⊢
  generalize Real.cosh (s / (2 * T)) = c at hq ⊢
  field_simp
  ring
```

The factorisation is `hc`. The statement `HasDerivAt` says both that the Fermi function is differentiable at \(s\) and that its derivative there is \(-k_T(s)\).

The kernel is even, so its total weight is twice that of the positive half-line:

\[
\int_{-\infty}^{\infty}k_T(s)\,ds=2\bigl[f_T(0)-\lim_{s\to\infty}f_T(s)\bigr]=2\cdot\tfrac12=1 .
\]

```lean
/-- For `T > 0` the thermal kernel has total weight one. -/
theorem integral_thermalKernel {T : ℝ} (hT : 0 < T) : ∫ s, thermalKernel T s = 1 := by
  have hy : Tendsto (fun x : ℝ => x / T) atTop atTop := tendsto_id.atTop_div_const hT
  have hlim : Tendsto (fermi T) atTop (𝓝 0) :=
    (tendsto_atTop_add_const_right _ 1 (Real.tendsto_exp_atTop.comp hy)).inv_tendsto_atTop
  have habs : ∀ s, thermalKernel T |s| = thermalKernel T s := by
    intro s
    rcases abs_choice s with h | h
    · rw [h]
    · rw [h, thermalKernel, thermalKernel, neg_div, Real.cosh_neg]
  have heven := integral_comp_abs (f := thermalKernel T)
  simp only [habs] at heven
  have hhalf := integral_Ioi_of_hasDerivAt_of_nonneg' (a := 0)
    (g := fun x => -fermi T x) (g' := thermalKernel T)
    (fun x _ => (hasDerivAt_fermi hT x).fun_neg.congr_deriv (neg_neg _))
    (fun x _ => by unfold thermalKernel; positivity) hlim.neg
  rw [heven, hhalf]
  norm_num [fermi]
```

## Averaging the ramp

Because \(A\) is a ramp, the remaining integral is that of \((s+\delta)k_T(s)\) over \(s>-\delta\). Integration by parts suggests the antiderivative

\[
G(s)=-(s+\delta)f_T(s)-T\log\bigl(1+e^{-s/T}\bigr).
\]

Its derivative is

\[
G'(s)=-f_T(s)+(s+\delta)k_T(s)+\frac{e^{-s/T}}{1+e^{-s/T}}=(s+\delta)k_T(s),
\]

because the last fraction is \(f_T(s)\) again. As \(s\to\infty\), both \(s\,e^{-s/T}\) and \(e^{-s/T}\) tend to zero, so \(G(s)\to0\). At the lower end the first term of \(G\) vanishes, and

\[
\int_{-\delta}^{\infty}(s+\delta)k_T(s)\,ds=0-G(-\delta)=T\log\bigl(1+e^{\delta/T}\bigr).
\]

```lean
/-- For `T > 0`, a linear ramp of unit slope starting at energy `-δ` has thermal weight
`T log (1 + exp (δ / T))`. -/
theorem integral_ramp {T : ℝ} (hT : 0 < T) (δ : ℝ) :
    ∫ s in Ioi (-δ), (s + δ) * thermalKernel T s = T * Real.log (1 + Real.exp (δ / T)) := by
  have hf : ∀ x, fermi T x = Real.exp (-(x / T)) / (1 + Real.exp (-(x / T))) := by
    intro x
    have hm : Real.exp (x / T) * Real.exp (-(x / T)) = 1 := by
      rw [← Real.exp_add, add_neg_cancel, Real.exp_zero]
    rw [fermi, inv_eq_one_div, div_eq_div_iff (by positivity) (by positivity)]
    linear_combination -hm
  -- an explicit antiderivative, from integration by parts
  have hderiv : ∀ s, HasDerivAt
      (fun x => -((x + δ) * fermi T x) - T * Real.log (1 + Real.exp (-(x / T))))
      ((s + δ) * thermalKernel T s) s := by
    intro s
    have h1 := ((hasDerivAt_id' s).add_const δ).fun_mul (hasDerivAt_fermi hT s)
    have h2 : HasDerivAt (fun x => 1 + Real.exp (-(x / T)))
        (Real.exp (-(s / T)) * (-(1 / T))) s :=
      (((hasDerivAt_id' s).div_const T).fun_neg.exp).const_add 1
    have h3 := (h2.log (by positivity)).const_mul T
    refine (h1.fun_neg.fun_sub h3).congr_deriv ?_
    have hT1 : T * (1 / T) = 1 := mul_one_div_cancel hT.ne'
    rw [hf s]
    linear_combination (Real.exp (-(s / T)) / (1 + Real.exp (-(s / T)))) * hT1
  -- it vanishes at high energy
  have hy : Tendsto (fun x : ℝ => x / T) atTop atTop := tendsto_id.atTop_div_const hT
  have hE : Tendsto (fun x : ℝ => Real.exp (-(x / T))) atTop (𝓝 0) :=
    Real.tendsto_exp_neg_atTop_nhds_zero.comp hy
  have hxE : Tendsto (fun x : ℝ => (x / T) ^ 1 * Real.exp (-(x / T))) atTop (𝓝 0) :=
    (Real.tendsto_pow_mul_exp_neg_atTop_nhds_zero 1).comp hy
  have hlim : Tendsto
      (fun x => -((x + δ) * fermi T x) - T * Real.log (1 + Real.exp (-(x / T))))
      atTop (𝓝 0) := by
    have h := (((hxE.const_mul T).add (hE.const_mul δ)).div (hE.const_add 1)
      (by norm_num)).neg.sub (((hE.const_add 1).log (by norm_num)).const_mul T)
    have hz : -((T * 0 + δ * 0) / (1 + 0)) - T * Real.log (1 + 0) = 0 := by simp
    rw [hz] at h
    refine h.congr fun x => ?_
    have hx : T * (x / T) = x := mul_div_cancel₀ x hT.ne'
    rw [hf x]
    simp only [Pi.div_apply]
    linear_combination (-(Real.exp (-(x / T)) / (1 + Real.exp (-(x / T))))) * hx
  rw [integral_Ioi_of_hasDerivAt_of_nonneg' (fun x _ => hderiv x)
    (fun x hx => mul_nonneg (by linarith [mem_Ioi.mp hx])
      (by unfold thermalKernel; positivity)) hlim]
  simp only [neg_add_cancel, zero_mul, neg_zero, zero_sub, neg_neg, neg_div]
```

Here `hf` rewrites the Fermi function, `hderiv` checks \(G'\), and `hlim` checks the limit.

The proof turns on the Mathlib theorem `integral_Ioi_of_hasDerivAt_of_nonneg'`, which also gave the normalisation. It is the fundamental theorem of calculus on a half-line, for a function whose derivative is nonnegative there and which has a finite limit at infinity. The sign condition supplies integrability: the integrals up to a finite endpoint increase with that endpoint and stay bounded, so no separate estimate of the tail is needed. For a derivative of changing sign, a finite limit of the antiderivative would not be enough, since the integral might converge only through cancellation. Here the sign is clear, because \(s+\delta>0\) on the domain and \(k_T>0\).

## Linear in temperature at the kink

Energies below \(-\delta\) contribute nothing to the average, so the ramp formula gives

\[
\langle A(\cdot+\delta)\rangle_T
=\frac{\pi}{4}\int_{-\delta}^{\infty}(s+\delta)k_T(s)\,ds
=\frac{\pi}{4}\,T\log\bigl(1+e^{\delta/T}\bigr).
\]

```lean
/-- At temperature `T > 0` and detuning `δ` from the kink, the thermally averaged angular
integral is `(π / 4) T log (1 + exp (δ / T))`. -/
theorem thermalAverage_detuned {T : ℝ} (hT : 0 < T) (δ : ℝ) :
    thermalAverage T (fun s => angularKink (s + δ))
      = π / 4 * (T * Real.log (1 + Real.exp (δ / T))) := by
  unfold thermalAverage
  simp only [angularKink_eq]
  -- only energies above the kink contribute
  have h : (fun s => thermalKernel T s * (π * max (s + δ) 0 / 4))
      = (Ioi (-δ)).indicator (fun s => π / 4 * ((s + δ) * thermalKernel T s)) := by
    ext s
    by_cases hs : s ∈ Ioi (-δ)
    · rw [indicator_of_mem hs, max_eq_left (by linarith [mem_Ioi.mp hs])]
      ring
    · have hs' : s ≤ -δ := not_lt.mp hs
      rw [indicator_of_notMem hs, max_eq_right (by linarith)]
      ring
  rw [h, integral_indicator measurableSet_Ioi, integral_const_mul, integral_ramp hT]
```

The indicator function in `h` is the restriction to energies above the kink.

At \(\delta=0\) the exponential equals one, whatever the temperature, and

\[
\langle A\rangle_T=\frac{\pi\log2}{4}\,T .
\]

```lean
/-- At the kink, the thermally averaged angular integral is exactly linear in the
temperature `T > 0`, with slope `π log 2 / 4`. -/
theorem thermalAverage_linear {T : ℝ} (hT : 0 < T) :
    thermalAverage T angularKink = π * Real.log 2 / 4 * T := by
  have h := thermalAverage_detuned hT 0
  simp only [add_zero, zero_div, Real.exp_zero, one_add_one_eq_two] at h
  exact h.trans (by ring)
```

In words, for every real \(T>0\), the integral over all energies of the thermal kernel times the angular integral equals \((\pi\log2/4)\,T\). This is an equality at each temperature, not the first term of a low-temperature expansion. In a numerical transport code it can serve as a reference value for the thermal quadrature, provided that the test response is this idealised kink.

The hypothesis \(T>0\) matters for the normalisation and for the detuned formula. At \(T=-1\) the kernel is the negative of the one at \(T=1\), so its total weight is \(-1\). With \(\delta=1\) the average becomes \(-(\pi/4)\log(1+e)\), whereas the detuned formula would give \(-(\pi/4)\log(1+e^{-1})\). The linear law itself survives the change of sign, because both of its sides are odd in \(T\).

## Exponentially small away from the kink

The response at the chemical potential without thermal averaging is \(A(\delta)=\pi\max(\delta,0)/4\). For \(\delta\le0\) this is zero and \(\delta=-|\delta|\), so the average is already the excess. For \(\delta\ge0\), factor out the growing exponential:

\[
T\log\bigl(1+e^{\delta/T}\bigr)=\delta+T\log\bigl(1+e^{-\delta/T}\bigr).
\]

The term \(\delta\) cancels against \(A(\delta)\), and in both cases

\[
\langle A(\cdot+\delta)\rangle_T-A(\delta)
=\frac{\pi}{4}\,T\log\bigl(1+e^{-|\delta|/T}\bigr).
\]

```lean
/-- For `T > 0`, thermal averaging at detuning `δ` raises the angular integral by
`(π / 4) T log (1 + exp (-|δ| / T))`. -/
theorem thermal_excess {T : ℝ} (hT : 0 < T) (δ : ℝ) :
    thermalAverage T (fun s => angularKink (s + δ)) - angularKink δ
      = π / 4 * (T * Real.log (1 + Real.exp (-(|δ| / T)))) := by
  rw [thermalAverage_detuned hT, angularKink_eq]
  rcases le_total δ 0 with h | h
  · rw [max_eq_right h, abs_of_nonpos h, neg_div, neg_neg]
    ring
  · -- factor the growing exponential out of the logarithm
    have hfac : 1 + Real.exp (δ / T)
        = Real.exp (δ / T) * (1 + Real.exp (-(δ / T))) := by
      rw [mul_add, ← Real.exp_add, add_neg_cancel, Real.exp_zero]
      ring
    have hd : T * (δ / T) = δ := mul_div_cancel₀ δ hT.ne'
    rw [max_eq_left h, abs_of_nonneg h, hfac,
      Real.log_mul (Real.exp_pos _).ne' (by positivity), Real.log_exp]
    linear_combination π / 4 * hd
```

The two cases are the two branches of `rcases`, and `hfac` is the factorisation. The excess depends only on \(|\delta|\), so thermal smearing raises the response equally on either side of the kink.

Finally, \(\log(1+x)\le x\) for \(x\ge0\). With \(x=e^{-|\delta|/T}\) this gives

\[
\langle A(\cdot+\delta)\rangle_T-A(\delta)\le\frac{\pi}{4}\,T\,e^{-|\delta|/T}.
\]

```lean
/-- For `T > 0`, the thermal correction at detuning `δ` is at most
`(π / 4) T exp (-|δ| / T)`. -/
theorem thermal_excess_le {T : ℝ} (hT : 0 < T) (δ : ℝ) :
    thermalAverage T (fun s => angularKink (s + δ)) - angularKink δ
      ≤ π / 4 * (T * Real.exp (-(|δ| / T))) := by
  rw [thermal_excess hT]
  have hlog : Real.log (1 + Real.exp (-(|δ| / T))) ≤ Real.exp (-(|δ| / T)) := by
    have h := Real.log_le_sub_one_of_pos
      (show 0 < 1 + Real.exp (-(|δ| / T)) by positivity)
    linarith
  gcongr

end

end LinearInTCorrection
```

The linear correction therefore belongs to a kink lying within about \(T\) of the chemical potential. Once \(|\delta|\) is several times \(T\), the ramp is effectively straight across the thermal window, and averaging a straight line with an even, normalised kernel returns its central value.

```lean
#print axioms LinearInTCorrection.integral_thermalKernel
-- 'LinearInTCorrection.integral_thermalKernel' depends on axioms: [propext, Classical.choice, Quot.sound]
#print axioms LinearInTCorrection.thermalAverage_linear
-- 'LinearInTCorrection.thermalAverage_linear' depends on axioms: [propext, Classical.choice, Quot.sound]
#print axioms LinearInTCorrection.thermal_excess_le
-- 'LinearInTCorrection.thermal_excess_le' depends on axioms: [propext, Classical.choice, Quot.sound]
```
